# Group velocities of smooth phonon branches at a crossing of positive frequency, from the projected derivative of the dynamical matrix

Measure $q$ from a crossing at a general point of the Brillouin zone, and take as a local model of two modes

$$D(q)=\begin{pmatrix}4+8q+5q^2&4q+4q^2\\4q+4q^2&4+8q+5q^2\end{pmatrix}.$$

For every $q$ the vectors $(1,\pm1)/\sqrt2$ are eigenvectors, with eigenvalues $(2+3q)^2$ and $(2+q)^2$. The frequencies $2+3q$ and $2+q$ cross at $q=0$ with slopes 3 and 1.

There $D(0)=4\cdot 1$, so a diagonalizer may equally well return the Cartesian vectors. The derivative $D'(0)$ has diagonal elements 8 and 8 in that basis; divided by twice the frequency, they give 2 and 2, the mean slope. Its eigenvalues 12 and 4 give the correct 3 and 1.

## Branches, derivatives and matrix elements

Let $D(q)$ be a finite complex matrix depending on one real parameter, the position along a line in reciprocal space. Branch $i$ has eigenvector $e_i(q)$ and real frequency $\omega_i(q)$. At $q_0$ the derivatives of $D$, $e_i$, $\omega_i$ are $D'$, $e'_i$, $v_i$, so $v_i$ is the slope of the branch along the line, here called its group velocity. At a conical crossing the slopes along different lines need not be components of one vector. Below, quantities without an argument are taken at $q_0$.

```lean
import Mathlib

open Matrix

namespace PhononCrossing

noncomputable section

variable {n ι : Type*} [Fintype n] [DecidableEq ι]
```

`SmoothBranches` collects the hypotheses. Hermiticity, orthonormality and the eigenvalue equation hold for all $q$; differentiability is needed only at $q_0$. That such smooth branches exist is assumed, not derived. They need not exhaust the spectrum, and eigenvalues $\omega_i^2$ exclude unstable modes.

```lean
/-- Phonon branches of a Hermitian dynamical matrix `D q`: orthonormal eigenvectors `e i q` with
eigenvalues `ω i q ^ 2`. At `q₀` the matrix, the eigenvectors and the frequencies are
differentiable, with derivatives `D'`, `e' i` and `v i` (the group velocities). -/
structure SmoothBranches (D : ℝ → Matrix n n ℂ) (D' : Matrix n n ℂ) (e : ι → ℝ → n → ℂ)
    (e' : ι → n → ℂ) (ω : ι → ℝ → ℝ) (v : ι → ℝ) (q₀ : ℝ) : Prop where
  hermitian : ∀ q, (D q).IsHermitian
  orthonormal : ∀ q i j, star (e i q) ⬝ᵥ e j q = if i = j then 1 else 0
  eigen : ∀ q i, D q *ᵥ e i q = ((ω i q ^ 2 : ℝ) : ℂ) • e i q
  D_deriv : ∀ a b, HasDerivAt (fun q => D q a b) (D' a b) q₀
  e_deriv : ∀ i a, HasDerivAt (fun q => e i q a) (e' i a) q₀
  ω_deriv : ∀ i, HasDerivAt (ω i) (v i) q₀
```

The inner product $\langle x,y\rangle=\sum_a\overline{x_a}\,y_a$ is `star x ⬝ᵥ y`. Write $P_M(f)_{ab}=\langle f_a,Mf_b\rangle$ for `projected M f`.

```lean
/-- The matrix elements `⟨f a, M f b⟩` of an operator `M` between the vectors of a family `f`. -/
def projected (M : Matrix n n ℂ) (f : ι → n → ℂ) : Matrix ι ι ℂ :=
  Matrix.of fun a b => star (f a) ⬝ᵥ M *ᵥ f b
```

A different model would make $\lambda_i=\omega_i^2$ the differentiable quantity. Unstable modes would then be admitted and $\lambda_i'$ would take the place of $2\omega_iv_i$, but velocities would follow only where $\lambda_i>0$.

## (a) Differentiating the eigenvalue equation

Show that
$$D'e_j+De'_j=2\omega_jv_j\,e_j+\omega_j^2\,e'_j.$$

**Solution.** Component $a$ of the eigenvalue equation is $\sum_bD_{ab}(q)\,e_{j,b}(q)=\omega_j(q)^2e_{j,a}(q)$. The product rule gives $\sum_b(D'_{ab}e_{j,b}+D_{ab}e'_{j,b})$ on the left and $2\omega_jv_je_{j,a}+\omega_j^2e'_{j,a}$ on the right. In Lean these are `h1` and `h2`, equated because a function has only one derivative at a point.

```lean
variable {D : ℝ → Matrix n n ℂ} {D' : Matrix n n ℂ} {e : ι → ℝ → n → ℂ}
  {e' : ι → n → ℂ} {ω : ι → ℝ → ℝ} {v : ι → ℝ} {q₀ : ℝ}

/-- The phonon eigenvalue equation of a smooth branch, differentiated with respect to the
wavevector at `q₀`. -/
theorem deriv_eigen (h : SmoothBranches D D' e e' ω v q₀) (j : ι) :
    D' *ᵥ e j q₀ + D q₀ *ᵥ e' j =
      ((2 * ω j q₀ * v j : ℝ) : ℂ) • e j q₀ + ((ω j q₀ ^ 2 : ℝ) : ℂ) • e' j := by
  ext a
  have h1 : HasDerivAt (fun q => ∑ b, D q a b * e j q b)
      (∑ b, (D' a b * e j q₀ b + D q₀ a b * e' j b)) q₀ :=
    HasDerivAt.fun_sum fun b _ => (h.D_deriv a b).fun_mul (h.e_deriv j b)
  have hw : HasDerivAt (fun q => ω j q ^ 2) (2 * ω j q₀ * v j) q₀ := by
    simpa using (h.ω_deriv j).fun_pow 2
  have h2 := hw.ofReal_comp.fun_mul (h.e_deriv j a)
  -- both sides of the eigenvalue equation are the same function of q
  have h3 : (fun q => ∑ b, D q a b * e j q b) =
      fun q => ((ω j q ^ 2 : ℝ) : ℂ) * e j q a := by
    funext q
    exact congrFun (h.eigen q j) a
  rw [h3] at h1
  have h4 := h1.unique h2
  rw [Finset.sum_add_distrib] at h4
  exact h4
```

## (b) Matrix elements between branches

Show that, for arbitrary frequencies,
$$\langle e_i,D'e_j\rangle=2\omega_jv_j\delta_{ij}+(\omega_j^2-\omega_i^2)\langle e_i,e'_j\rangle.$$

**Solution.** Project (a) on $e_i$:
$$\langle e_i,D'e_j\rangle+\langle e_i,De'_j\rangle=2\omega_jv_j\delta_{ij}+\omega_j^2\langle e_i,e'_j\rangle.$$
Since $D$ is Hermitian and $\omega_i^2$ real, $\langle e_i,De'_j\rangle=\langle De_i,e'_j\rangle=\omega_i^2\langle e_i,e'_j\rangle$, which is `hL`. Subtract it.

```lean
/-- Matrix elements of `D'` between smooth branches of any frequencies: the diagonal part is the
slope of the squared frequency, and the rest is the difference of squared frequencies times the
overlap of one eigenvector with the derivative of the other. -/
theorem interbranch_element (h : SmoothBranches D D' e e' ω v q₀) (i j : ι) :
    star (e i q₀) ⬝ᵥ D' *ᵥ e j q₀ =
      (if i = j then ((2 * ω j q₀ * v j : ℝ) : ℂ) else 0) +
        ((ω j q₀ ^ 2 - ω i q₀ ^ 2 : ℝ) : ℂ) * (star (e i q₀) ⬝ᵥ e' j) := by
  -- Hermiticity lets D act to the left
  have hL : star (e i q₀) ⬝ᵥ D q₀ *ᵥ e' j =
      ((ω i q₀ ^ 2 : ℝ) : ℂ) * (star (e i q₀) ⬝ᵥ e' j) := by
    have h1 := congrArg star (h.eigen q₀ i)
    rw [Matrix.star_mulVec, (h.hermitian q₀).eq, star_smul, Complex.star_def,
      Complex.conj_ofReal] at h1
    rw [Matrix.dotProduct_mulVec, h1, smul_dotProduct, smul_eq_mul]
  have key := congrArg (fun x => star (e i q₀) ⬝ᵥ x) (deriv_eigen h j)
  simp only [dotProduct_add, dotProduct_smul, smul_eq_mul, h.orthonormal, hL] at key
  push_cast at key ⊢
  split_ifs at key ⊢ <;> linear_combination key
```

## (c) All branches at one frequency

Let $\omega_i(q_0)=w$ for all $i$. Show that
$$\langle e_i,D'e_j\rangle=2wv_i\,\delta_{ij}.$$

**Solution.** In (b) the difference of squared frequencies is $w^2-w^2=0$, whatever $e'_j$ is. The first term remains. Lean treats $i=j$ and $i\ne j$ separately.

```lean
/-- Where smooth branches meet at a common frequency `w`, the matrix elements of `D'` between their
eigenvectors form a diagonal matrix, with diagonal elements `2 w v i`. -/
theorem crossing_diagonalizes (h : SmoothBranches D D' e e' ω v q₀) {w : ℝ}
    (hω : ∀ i, ω i q₀ = w) :
    projected D' (fun i => e i q₀) = Matrix.diagonal fun i => ((2 * w * v i : ℝ) : ℂ) := by
  ext i j
  change star (e i q₀) ⬝ᵥ D' *ᵥ e j q₀ = _
  rw [interbranch_element h, hω i, hω j, Matrix.diagonal_apply]
  by_cases hij : i = j
  · subst hij
    simp
  · simp [hij]
```

## (d) Changing the basis

For $f_a=\sum_iU_{ia}g_i$, show that
$$P_M(f)=U^\dagger P_M(g)\,U.$$

**Solution.** Linearity on the right and conjugate linearity on the left give
$$\langle f_a,Mf_b\rangle=\sum_{i,j}\overline{U_{ia}}\,\langle g_i,Mg_j\rangle\,U_{jb}.$$
The two expansions are `hL` and `hR`.

```lean
omit [DecidableEq ι] in
/-- Mixing the vectors of a family by a matrix `U` transforms the matrix elements of an operator
by `Uᴴ` on the left and `U` on the right. -/
theorem projected_mix [Fintype ι] (M : Matrix n n ℂ) (g : ι → n → ℂ) (U : Matrix ι ι ℂ) :
    projected M (fun a => ∑ i, U i a • g i) = Uᴴ * projected M g * U := by
  ext a b
  have hR : M *ᵥ (∑ j, U j b • g j) = ∑ j, U j b • (M *ᵥ g j) := by
    have := map_sum M.mulVecLin (fun j => U j b • g j) Finset.univ
    simpa only [Matrix.mulVecLin_apply, Matrix.mulVec_smul] using this
  have hL : ∀ y : n → ℂ, star (∑ i, U i a • g i) ⬝ᵥ y =
      ∑ i, star (U i a) * (star (g i) ⬝ᵥ y) := by
    intro y
    simp only [star_sum, star_smul, sum_dotProduct, smul_dotProduct, smul_eq_mul]
  change star (∑ i, U i a • g i) ⬝ᵥ M *ᵥ (∑ j, U j b • g j) = _
  rw [hR, dotProduct_sum, Matrix.mul_apply]
  refine Finset.sum_congr rfl fun j _ => ?_
  rw [dotProduct_smul, hL, smul_eq_mul, mul_comm, Matrix.mul_apply]
  rfl
```

## (e) Velocities from any orthonormal basis

Let $w>0$ in (c), and let $f$ be an orthonormal basis of the span of the $e_i$. Show that
$$\det\!\left(X-\frac{P_{D'}(f)}{2w}\right)=\prod_i(X-v_i).$$

**Solution.** Expand $f_a=\sum_iU_{ia}e_i$. Part (d) with $M=1$ gives $U^\dagger U=1$, and $UU^\dagger=1$ because $U$ is square. With $V=\mathrm{diag}(v_i)$, parts (c) and (d) give $P_{D'}(f)/(2w)=U^\dagger VU$, so
$$\det(X-U^\dagger VU)=\det\bigl(U^\dagger(X-V)U\bigr)=\prod_i(X-v_i).$$
Lean reaches the same end by cycling the factors with `Matrix.charpoly_mul_comm`.

To use the full degenerate eigenspace of a harmonic phonon calculation as the span, the family must contain every branch that reaches $w$. With short-range force constants, Fourier interpolation supplies $D'$ in closed form.

```lean
/-- Let smooth branches meet at frequency `w > 0`, and let `f` be any orthonormal basis of the
space spanned by their eigenvectors there. The eigenvalues of `⟨f a, D' f b⟩ / (2 w)`, counted
with multiplicity, are the group velocities `v i`. -/
theorem group_velocities [Fintype ι] (h : SmoothBranches D D' e e' ω v q₀) {w : ℝ} (hw : 0 < w)
    (hω : ∀ i, ω i q₀ = w) (f : ι → n → ℂ)
    (hf : ∀ a b, star (f a) ⬝ᵥ f b = if a = b then 1 else 0)
    (hspan : ∀ a, f a ∈ Submodule.span ℂ (Set.range fun i => e i q₀)) :
    (((2 * w : ℝ) : ℂ)⁻¹ • projected D' f).charpoly =
      ∏ i, (Polynomial.X - Polynomial.C (v i : ℂ)) := by
  classical
  choose c hc using fun a => (Submodule.mem_span_range_iff_exists_fun ℂ).1 (hspan a)
  let U : Matrix ι ι ℂ := Matrix.of fun i a => c a i
  have hfU : f = fun a => ∑ i, U i a • e i q₀ := funext fun a => (hc a).symm
  have hgram : ∀ g : ι → n → ℂ, (∀ a b, star (g a) ⬝ᵥ g b = if a = b then 1 else 0) →
      projected 1 g = 1 := by
    intro g hg
    ext a b
    simp [projected, hg, Matrix.one_apply]
  -- two orthonormal bases of one space are related by a unitary matrix
  have hU : Uᴴ * U = 1 := by
    have h1 := projected_mix 1 (fun i => e i q₀) U
    rw [← hfU, hgram f hf, hgram _ (h.orthonormal q₀), mul_one] at h1
    exact h1.symm
  have hU' : U * Uᴴ = 1 := mul_eq_one_comm.1 hU
  have hs : ((2 * w : ℝ) : ℂ)⁻¹ • Matrix.diagonal (fun i => ((2 * w * v i : ℝ) : ℂ)) =
      Matrix.diagonal fun i => (v i : ℂ) := by
    have hw' : ((2 * w : ℝ) : ℂ) ≠ 0 := Complex.ofReal_ne_zero.2 (by positivity)
    ext i j
    by_cases hij : i = j
    · subst hij
      rw [Matrix.smul_apply, Matrix.diagonal_apply_eq, Matrix.diagonal_apply_eq, smul_eq_mul,
        Complex.ofReal_mul (2 * w), inv_mul_cancel_left₀ hw']
    · simp [hij]
  -- a unitary change of basis keeps the characteristic polynomial
  rw [hfU, projected_mix, crossing_diagonalizes h hω, ← Matrix.smul_mul, ← Matrix.mul_smul, hs,
    Matrix.charpoly_mul_comm, ← mul_assoc, hU', one_mul]
  have hchar : Matrix.charmatrix (Matrix.diagonal fun i => (v i : ℂ)) =
      Matrix.diagonal fun i => Polynomial.X - Polynomial.C (v i : ℂ) := by
    ext1 i j
    by_cases hij : i = j
    · subst hij
      simp
    · simp [hij]
  rw [Matrix.charpoly, hchar, Matrix.det_diagonal]
```

## (f) A crossing that meets every hypothesis

For the matrix `crossD`, with diagonal $1+q^2$ and off-diagonal $2q$, show that
$$D(q)\,\tfrac{1}{\sqrt2}\begin{pmatrix}1\\\pm1\end{pmatrix}=(1\pm q)^2\,\tfrac{1}{\sqrt2}\begin{pmatrix}1\\\pm1\end{pmatrix},$$
and that these are smooth branches with velocities $\pm1$ at $q=0$.

```lean
/-- A local two-mode model of a dynamical matrix, with off-diagonal coupling linear in the
displacement `q` along a line in reciprocal space. -/
def crossD (q : ℝ) : Matrix (Fin 2) (Fin 2) ℂ :=
  !![1 + (q : ℂ) ^ 2, 2 * (q : ℂ); 2 * (q : ℂ), 1 + (q : ℂ) ^ 2]

/-- The matrix with zero diagonal and off-diagonal elements 2. -/
def crossD' : Matrix (Fin 2) (Fin 2) ℂ := !![0, 2; 2, 0]

/-- The normalization factor `1 / √2`. -/
def s : ℂ := (((√2)⁻¹ : ℝ) : ℂ)

/-- The in-phase and out-of-phase combinations of the two modes. -/
def crossE (i : Fin 2) (_q : ℝ) : Fin 2 → ℂ := ![![s, s], ![s, -s]] i

/-- Two linear dispersions, `1 + q` and `1 - q`. -/
def crossω (i : Fin 2) (q : ℝ) : ℝ := ![1 + q, 1 - q] i
```

**Solution.** Each row gives $1+q^2\pm2q=(1\pm q)^2$. The vectors are orthonormal and constant, so $e'_i=0$. At $q=0$ the diagonal of $D$ has slope 0, the off-diagonal slope 2, and $1\pm q$ slope $\pm1$. Lean checks the six fields in turn.

```lean
/-- The two-mode model has smooth branches `1 + q` and `1 - q`, which cross at `q = 0` with
group velocities `1` and `-1`. -/
theorem smoothBranches_witness :
    SmoothBranches crossD crossD' crossE (fun _ => 0) crossω ![1, -1] 0 := by
  have hc : (starRingEnd ℂ) s = s := Complex.conj_ofReal _
  have hs : s * s = 1 / 2 := by
    unfold s
    rw [← Complex.ofReal_mul, ← mul_inv, Real.mul_self_sqrt (by norm_num)]
    norm_num
  have h1 : HasDerivAt (fun q : ℝ => (q : ℂ)) 1 0 := by
    simpa using (hasDerivAt_id' (0 : ℝ)).ofReal_comp
  have hd : HasDerivAt (fun q : ℝ => 1 + (q : ℂ) ^ 2) 0 0 := by
    simpa using (h1.fun_pow 2).const_add 1
  have ho : HasDerivAt (fun q : ℝ => 2 * (q : ℂ)) 2 0 := by
    simpa using h1.const_mul 2
  have hp : HasDerivAt (fun q : ℝ => 1 + q) 1 0 := (hasDerivAt_id' (0 : ℝ)).const_add 1
  have hm : HasDerivAt (fun q : ℝ => 1 - q) (-1) 0 := (hasDerivAt_id' (0 : ℝ)).const_sub 1
  refine ⟨?_, ?_, ?_, ?_, ?_, ?_⟩
  · intro q
    ext a b
    fin_cases a <;> fin_cases b <;> simp [crossD, Matrix.conjTranspose_apply]
  · intro q i j
    fin_cases i <;> fin_cases j <;>
      simp [crossE, dotProduct, Fin.sum_univ_two, hc, hs] <;> norm_num
  · intro q i
    ext a
    fin_cases i <;> fin_cases a <;>
      simp [crossD, crossE, crossω, Matrix.mulVec, dotProduct, Fin.sum_univ_two] <;> ring
  · intro a b
    fin_cases a <;> fin_cases b
    · exact hd
    · exact ho
    · exact ho
    · exact hd
  · intro i a
    exact hasDerivAt_const (0 : ℝ) (crossE i 0 a)
  · intro i
    fin_cases i
    · exact hp
    · exact hm
```

## (g) What the Cartesian diagonal shows

For the same model, show that
$$D(0)=1,\qquad D'_{00}=D'_{11}=0.$$

**Solution.** Set $q=0$ in `crossD` and read the diagonal of `crossD'`. The Cartesian vectors are thus an eigenbasis at the crossing, yet their diagonal elements suggest two zero velocities instead of $\pm1$. The off-diagonal elements carry the whole splitting.

```lean
/-- At the crossing of the two-mode model the dynamical matrix is the identity, and the diagonal
elements of `crossD'` in the Cartesian basis both vanish. -/
theorem cartesian_diagonal_vanishes :
    crossD 0 = 1 ∧ ∀ a : Fin 2, projected crossD' (fun b => Pi.single b 1) a a = 0 := by
  constructor
  · ext a b
    fin_cases a <;> fin_cases b <;> simp [crossD]
  · intro a
    fin_cases a <;>
      simp [projected, crossD', Matrix.mulVec, dotProduct, Fin.sum_univ_two]

end

end PhononCrossing
```

```lean
#print axioms PhononCrossing.group_velocities
#print axioms PhononCrossing.cartesian_diagonal_vanishes
```

```
'PhononCrossing.group_velocities' depends on axioms: [propext, Classical.choice, Quot.sound]
'PhononCrossing.cartesian_diagonal_vanishes' depends on axioms: [propext, Classical.choice, Quot.sound]
```
